# The nonzero phonon eigenvalues of a uniform harmonic ring of N sites multiply to N²

For every integer $N\ge 1$,

$$\prod_{k=1}^{N-1} 2\sin\frac{\pi k}{N}=N,\qquad \prod_{k=1}^{N-1}4\sin^2\frac{\pi k}{N}=N^2,\qquad \lim_{s\to0,\;s\neq0}\frac{\det(s+L)}{s}=N^2 .$$

Here $L$ is the Laplacian of a ring of $N$ identical sites with equal nearest-neighbour springs, and $s$ is a uniform shift of its diagonal. The numbers $4\sin^2(\pi k/N)$ are the eigenvalues of $L$ with the uniform translation, $k=0$, left out. With site mass $m$ and spring constant $\kappa$, they are the squared phonon frequencies in units of $\kappa/m$.

The same product appears in path-integral simulation of a free particle in one dimension with $N$ beads, in the Gaussian integral over the internal modes of the ring polymer.

Four conditions enter: there is at least one site, the product runs over $k=1,\dots,N-1$, the springs are equal and close into a ring, and $s$ is not zero.

## At least one site

```lean
import Mathlib

open Matrix Filter Topology
open scoped Real

namespace RingPhononDeterminant

noncomputable section
```

The condition $N\ge1$ is written `[NeZero N]`. Physically it says that there is at least one site that can move, and hence a uniform translation to remove. Sites are elements of `Fin N`, numbered $0,\dots,N-1$, and addition in `Fin N` is modulo $N$. The Laplacian acts on a displacement pattern $u$ by

$$(Lu)_i=2u_i-u_{i+1}-u_{i-1}.$$

```lean
/-- The Laplacian of a ring of `N ≥ 1` sites: each site is coupled to its two neighbours,
with site indices taken modulo `N`. -/
def ringLaplacian (N : ℕ) [NeZero N] : Matrix (Fin N) (Fin N) ℂ :=
  Matrix.of fun i j => 2 * (if j = i then 1 else 0)
    - (if j = i + 1 then 1 else 0) - (if j = i - 1 then 1 else 0)
```

In the definition, `i` is the row and `j` the column. The three terms are added separately, so they may fall on the same entry, and this settles the smallest rings:

- For $N=1$ both neighbours of the site are the site itself, so $L=2-1-1=0$. There are no nonzero modes, the empty product is $1=N^2$, and $\det(s+L)/s=s/s=1$.
- For $N=2$ both neighbours are the same other site, joined by two springs. The matrix has $2$ on the diagonal and $-2$ off it, with eigenvalues $0$ and $4=N^2$.

By hand, $N\ge1$ is used when the angle $\pi k/N$ is formed and when the $k=0$ factor is split off. The proofs use it at the corresponding places, through `NeZero.ne N` for the roots of unity and `NeZero.pos N` for the splitting. At $N=0$ the sine formula fails, because the empty product is $1$ and the right-hand side is $0$.

## Modes 1 to N−1, with the uniform translation left out

Write $\theta_k=\pi k/N$ and $z_k=e^{2\pi i k/N}=e^{2i\theta_k}$. The Bloch phase $z_k$ is the factor that mode $k$ gains from one site to the next. In Lean it is `blochPhase N k`.

```lean
/-- The Bloch phase `exp(2πik/N)` gained from one site to the next in mode `k`, for `N ≥ 1`. -/
def blochPhase (N k : ℕ) : ℂ := Complex.exp (2 * π * Complex.I * k / N)
```

The real number $\lambda_k=4\sin^2\theta_k$ is `modeEigenvalue N k`. The name anticipates a fact proved further down, since the definition only writes the formula.

```lean
/-- The number `4 sin²(πk/N)` attached to mode `k` of a ring of `N ≥ 1` sites. -/
def modeEigenvalue (N k : ℕ) : ℝ := 4 * Real.sin (π * k / N) ^ 2
```

The plane waves are the columns of a matrix $P$ with entries $P_{jk}=z_k^{\,j}$, where $j$ is the site and $k$ the mode. They are unnormalised: each column has length $\sqrt N$, and the normalised wave is $z_k^{\,j}/\sqrt N$.

```lean
/-- The matrix whose column `k` is the plane wave of mode `k` on a ring of `N ≥ 1` sites. -/
def planeWaves (N : ℕ) : Matrix (Fin N) (Fin N) ℂ :=
  Matrix.of fun j k => blochPhase N k ^ (j : ℕ)
```

Two ways of writing the phase are needed. As a power, $z_k=(e^{2\pi i/N})^k$, it is an $N$-th root of unity. As a square, $z_k=(e^{i\theta_k})^2$, it brings in the half angle that appears in the sine.

```lean
/-- The Bloch phase of mode `k` is the `k`-th power of the phase `exp(2πi/N)`. -/
theorem blochPhase_eq_pow (N k : ℕ) :
    blochPhase N k = Complex.exp (2 * π * Complex.I / N) ^ k := by
  rw [blochPhase, ← Complex.exp_nat_mul]
  congr 1
  ring

/-- The Bloch phase is the square of the half-angle phase `exp(iπk/N)`. -/
theorem blochPhase_eq_sq (N k : ℕ) :
    blochPhase N k = Complex.exp ((π * k / N : ℝ) * Complex.I) ^ 2 := by
  rw [blochPhase, ← Complex.exp_nat_mul]
  congr 1
  push_cast
  ring
```

The sine product now follows in two steps. First, each factor is the length of a chord of the unit circle:

$$1-z_k=e^{i\theta_k}\left(e^{-i\theta_k}-e^{i\theta_k}\right)=-2i\sin\theta_k\,e^{i\theta_k},\qquad |1-z_k|=2|\sin\theta_k|=2\sin\theta_k .$$

The last equality holds because $0\le\theta_k\le\pi$. Second, the $z_k$ with $k=0,\dots,N-1$ are all the roots of $x^N-1$. Dividing by the factor $x-1$ that belongs to $k=0$ gives

$$1+x+\dots+x^{N-1}=\prod_{k=1}^{N-1}(x-z_k),$$

and at $x=1$ this reads $N=\prod_{k=1}^{N-1}(1-z_k)$. Taking absolute values gives $N=\prod_{k=1}^{N-1}2\sin\theta_k$.

```lean
/-- The product of `2 sin(πk/N)` over `k = 1, …, N-1` equals `N`, for every `N ≥ 1`. -/
theorem prod_two_sin (N : ℕ) [NeZero N] :
    ∏ k ∈ Finset.Ico 1 N, 2 * Real.sin (π * k / N) = N := by
  have hN : (0 : ℝ) < N := Nat.cast_pos.mpr (NeZero.pos N)
  -- each factor is the chord from 1 to a root of unity
  have chord : ∀ k ∈ Finset.Ico 1 N,
      2 * Real.sin (π * k / N) = ‖1 - blochPhase N k‖ := by
    intro k hk
    have hkN : (k : ℝ) ≤ N := Nat.cast_le.mpr (Finset.mem_Ico.mp hk).2.le
    have hs : 0 ≤ Real.sin (π * k / N) := by
      apply Real.sin_nonneg_of_nonneg_of_le_pi (by positivity)
      rw [div_le_iff₀ hN]
      exact mul_le_mul_of_nonneg_left hkN Real.pi_pos.le
    have h : 1 - blochPhase N k = -2 * Complex.I * (Real.sin (π * k / N) : ℝ)
        * Complex.exp ((π * k / N : ℝ) * Complex.I) := by
      rw [blochPhase_eq_sq, Complex.exp_mul_I, Complex.ofReal_sin]
      linear_combination
        -Complex.sin_sq_add_cos_sq ((π * k / N : ℝ) : ℂ)
          + Complex.sin ((π * k / N : ℝ) : ℂ) ^ 2 * Complex.I_sq
    rw [h, norm_mul, Complex.norm_exp_ofReal_mul_I, norm_mul, norm_mul,
      Complex.norm_real, Real.norm_of_nonneg hs]
    simp
  -- the chords multiply to N
  have roots : ∏ k ∈ Finset.Ico 1 N, (1 - blochPhase N k) = (N : ℂ) := by
    obtain ⟨n, rfl⟩ := Nat.exists_eq_succ_of_ne_zero (NeZero.ne N)
    have h := (Complex.isPrimitiveRoot_exp (n + 1)
      (Nat.succ_ne_zero n)).prod_one_sub_pow_eq_order
    rw [Finset.prod_Ico_eq_prod_range]
    refine (Finset.prod_congr rfl fun k _ => ?_).trans (h.trans (by simp))
    rw [blochPhase_eq_pow, add_comm 1 k]
  rw [Finset.prod_congr rfl chord, ← norm_prod, roots]
  simp
```

The range $k=1,\dots,N-1$ is `Finset.Ico 1 N`, which includes $1$ and excludes $N$. The step `chord` is the first computation: `hs` supplies the sign of the sine, and `linear_combination` checks the factorisation from $\sin^2+\cos^2=1$ and $i^2=-1$. The step `roots` is the second. It takes the value of $\prod(1-z_k)$ from Mathlib's lemma on primitive roots of unity, after writing $N=n+1$ to match the lemma's indexing. The closing lines take the norm of the whole product.

Squaring each factor gives $\prod_{k=1}^{N-1}\lambda_k=N^2$.

```lean
/-- The numbers `4 sin²(πk/N)` with `k = 1, …, N-1` multiply to `N²`, for every `N ≥ 1`. -/
theorem prod_modeEigenvalue (N : ℕ) [NeZero N] :
    ∏ k ∈ Finset.Ico 1 N, modeEigenvalue N k = (N : ℝ) ^ 2 := by
  rw [← prod_two_sin N, ← Finset.prod_pow]
  refine Finset.prod_congr rfl fun k _ => ?_
  rw [modeEigenvalue]
  ring
```

The range matters in two ways. If $k=0$ is included, the product vanishes, since a uniform translation costs no energy. If the labels are moved up by a full period, to $k=N+1,\dots,2N-1$, every sine changes sign, and for even $N$ the first product becomes $-N$. The product of squares is unaffected by such a relabelling.

## Equal springs closed into a ring

This condition is built into `ringLaplacian`: every site has the same two couplings, and site $N-1$ is followed by site $0$. Joining the last site to the first is the Born–von Karman boundary condition, here for a one-dimensional harmonic crystal with one atom per cell. Unequal masses or springs, longer-range forces and higher dimensions would need another matrix.

By hand, the condition is what makes a plane wave an eigenvector. Put $u_j=z_k^{\,j}$. Since $z_k^N=1$, moving one site forward multiplies $u$ by $z_k$ even across the seam between sites $N-1$ and $0$, and moving back multiplies it by $z_k^{-1}$. Hence

$$(Lu)_i=(2-z_k-z_k^{-1})\,u_i=(2-2\cos2\theta_k)\,u_i=4\sin^2\theta_k\;u_i .$$

```lean
/-- Every plane wave with a Bloch phase `exp(2πik/N)` is an eigenvector of the ring Laplacian,
with eigenvalue `4 sin²(πk/N)`. -/
theorem ringLaplacian_planeWave (N : ℕ) [NeZero N] (k : ℕ) :
    ringLaplacian N *ᵥ (fun j => blochPhase N k ^ (j : ℕ)) =
      (modeEigenvalue N k : ℂ) • fun j : Fin N => blochPhase N k ^ (j : ℕ) := by
  have hper : blochPhase N k ^ N = 1 := by
    rw [blochPhase_eq_pow, ← pow_mul, mul_comm k N, pow_mul,
      (Complex.isPrimitiveRoot_exp N (NeZero.ne N)).pow_eq_one, one_pow]
  have hz : blochPhase N k ≠ 0 := Complex.exp_ne_zero _
  -- one step around the ring multiplies the wave by the Bloch phase
  have step : ∀ i : Fin N, blochPhase N k ^ ((i + 1 : Fin N) : ℕ) =
      blochPhase N k ^ (i : ℕ) * blochPhase N k := by
    intro i
    rw [Fin.val_add, Fin.val_one', ← pow_eq_pow_mod _ hper, pow_add,
      ← pow_eq_pow_mod _ hper, pow_one]
  have back : ∀ i : Fin N, blochPhase N k ^ ((i - 1 : Fin N) : ℕ) =
      blochPhase N k ^ (i : ℕ) * (blochPhase N k)⁻¹ := by
    intro i
    have h := step (i - 1)
    rw [sub_add_cancel] at h
    rw [h, mul_assoc, mul_inv_cancel₀ hz, mul_one]
  -- the dispersion relation
  have disp : 2 - blochPhase N k - (blochPhase N k)⁻¹ = (modeEigenvalue N k : ℂ) := by
    have hcs := Complex.sin_sq_add_cos_sq ((π * k / N : ℝ) : ℂ)
    rw [blochPhase_eq_sq, Complex.exp_mul_I, modeEigenvalue, Complex.ofReal_mul,
      Complex.ofReal_pow, Complex.ofReal_sin]
    generalize Complex.sin ((π * k / N : ℝ) : ℂ) = s at *
    generalize Complex.cos ((π * k / N : ℝ) : ℂ) = c at *
    have h1 : (c + s * Complex.I) * (c - s * Complex.I) = 1 := by
      linear_combination hcs - s ^ 2 * Complex.I_sq
    have hinv : ((c + s * Complex.I) ^ 2)⁻¹ = (c - s * Complex.I) ^ 2 := by
      apply inv_eq_of_mul_eq_one_right
      rw [← mul_pow, h1, one_pow]
    rw [hinv]
    push_cast
    linear_combination -2 * hcs - 2 * s ^ 2 * Complex.I_sq
  ext i
  have hL : (ringLaplacian N *ᵥ (fun j => blochPhase N k ^ (j : ℕ))) i =
      2 * blochPhase N k ^ (i : ℕ) - blochPhase N k ^ ((i + 1 : Fin N) : ℕ)
        - blochPhase N k ^ ((i - 1 : Fin N) : ℕ) := by
    simp [ringLaplacian, Matrix.mulVec, dotProduct, sub_mul, Finset.sum_sub_distrib]
  rw [hL, step, back, Pi.smul_apply, smul_eq_mul, ← disp]
  ring
```

In the proof, `hper` is $z_k^N=1$, `step` and `back` are the two moves around the ring, and `disp` is the dispersion relation. Inside `disp` the letters `s` and `c` stand for $\sin\theta_k$ and $\cos\theta_k$, and the inverse of $(c+is)^2$ is found to be $(c-is)^2$. The equation `hL` reads off row $i$ of the matrix product. The theorem holds for every natural number $k$, since labels that differ by $N$ describe the same wave.

To reach the determinant, the $N$ waves must be linearly independent. The transpose of $P$ is a Vandermonde matrix with nodes $z_0,\dots,z_{N-1}$, so

$$\det P=\prod_{0\le a<b\le N-1}(z_b-z_a)\neq0,$$

because the nodes are distinct.

```lean
/-- The `N` plane waves on a ring of `N ≥ 1` sites form a matrix of nonzero determinant. -/
theorem det_planeWaves_ne_zero (N : ℕ) [NeZero N] : (planeWaves N).det ≠ 0 := by
  have hV : planeWaves N = (Matrix.vandermonde fun k : Fin N => blochPhase N k)ᵀ := rfl
  rw [hV, Matrix.det_transpose]
  refine Matrix.det_vandermonde_ne_zero_iff.mpr fun a b hab => Fin.ext ?_
  apply (Complex.isPrimitiveRoot_exp N (NeZero.ne N)).pow_inj a.2 b.2
  rw [← blochPhase_eq_pow, ← blochPhase_eq_pow]
  exact hab
```

The proof rests on the same two facts: a Vandermonde determinant is nonzero exactly when its nodes are distinct, and the powers of a primitive $N$-th root with exponents below $N$ are distinct (`pow_inj`).

Adding $s$ to the diagonal leaves the eigenvectors alone and shifts each eigenvalue by $s$. With $D$ the diagonal matrix of the numbers $s+\lambda_k$, this says $(s+L)P=PD$. Taking determinants and cancelling $\det P$ gives

$$\det(s+L)=\prod_{k=0}^{N-1}(s+\lambda_k)=s\prod_{k=1}^{N-1}(s+\lambda_k),$$

where the last step uses $\lambda_0=0$.

```lean
/-- With a uniform shift `s`, the determinant of the ring Laplacian is `s` times the product
of `s + 4 sin²(πk/N)` over `k = 1, …, N-1`. -/
theorem det_shifted_ringLaplacian (N : ℕ) [NeZero N] (s : ℂ) :
    (s • (1 : Matrix (Fin N) (Fin N) ℂ) + ringLaplacian N).det =
      s * ∏ k ∈ Finset.Ico 1 N, (s + (modeEigenvalue N k : ℂ)) := by
  -- plane waves diagonalise the shifted Laplacian
  have h : (s • (1 : Matrix (Fin N) (Fin N) ℂ) + ringLaplacian N) * planeWaves N =
      planeWaves N * Matrix.diagonal fun k : Fin N => s + (modeEigenvalue N k : ℂ) := by
    ext j k
    have e : (ringLaplacian N * planeWaves N) j k =
        (modeEigenvalue N k : ℂ) * planeWaves N j k :=
      congrFun (ringLaplacian_planeWave N k) j
    rw [Matrix.add_mul, Matrix.smul_mul, Matrix.one_mul, Matrix.mul_diagonal,
      Matrix.add_apply, Matrix.smul_apply, e, smul_eq_mul]
    ring
  have hd := congrArg Matrix.det h
  rw [Matrix.det_mul, Matrix.det_mul, Matrix.det_diagonal] at hd
  have h0 : modeEigenvalue N 0 = 0 := by simp [modeEigenvalue]
  -- split off the zero mode
  rw [mul_left_cancel₀ (det_planeWaves_ne_zero N) ((mul_comm _ _).trans hd),
    Fin.prod_univ_eq_prod_range (fun k => s + (modeEigenvalue N k : ℂ)) N,
    Finset.range_eq_Ico, Finset.prod_eq_prod_Ico_succ_bot (NeZero.pos N)]
  simp only [h0, Complex.ofReal_zero, add_zero, zero_add]
```

Here `h` is the matrix equation, checked entry by entry with the eigenvector theorem, `hd` is its determinant, and `mul_left_cancel₀` cancels $\det P$. The remaining rewrites split off the factor $k=0$. Because the formula holds for every complex $s$, it fixes the whole spectrum of $L$ with multiplicities, so the degenerate pair $k$ and $N-k$ is counted twice, as it should be.

If a ring of two or more sites is cut open by removing one spring, the value changes. For $N=2$, removing one of the two springs leaves the matrix with $1$ on the diagonal and $-1$ off it, whose nonzero eigenvalue is $2$ and not $4$.

## A small on-site spring that is not zero

The shift $s$ stands for a weak spring that ties every site to its rest position, with strength measured in units of $\kappa$. It raises the squared frequency of the uniform translation from $0$ to $s$. Dividing the determinant by $s$ removes that mode's contribution, and letting $s\to0$ removes the spring again:

$$\frac{\det(s+L)}{s}=\prod_{k=1}^{N-1}(s+\lambda_k)\;\longrightarrow\;\prod_{k=1}^{N-1}\lambda_k=N^2 .$$

The condition $s\neq0$ is used in the first equality, where the factor $s$ is cancelled. The limit is then the value at $s=0$ of a polynomial in $s$.

```lean
/-- The phonon determinant with the zero mode removed: for a ring of `N ≥ 1` sites,
`det(s + L)/s` tends to `N²` as the shift `s ≠ 0` tends to zero. -/
theorem phonon_determinant (N : ℕ) [NeZero N] :
    Tendsto (fun s : ℂ => (s • (1 : Matrix (Fin N) (Fin N) ℂ) + ringLaplacian N).det / s)
      (𝓝[≠] 0) (𝓝 ((N : ℂ) ^ 2)) := by
  have hc : Continuous fun s : ℂ =>
      ∏ k ∈ Finset.Ico 1 N, (s + (modeEigenvalue N k : ℂ)) :=
    continuous_finsetProd _ fun k _ => by fun_prop
  have h0 : ∏ k ∈ Finset.Ico 1 N, ((0 : ℂ) + (modeEigenvalue N k : ℂ)) = (N : ℂ) ^ 2 := by
    simp only [zero_add]
    rw [← Complex.ofReal_prod, prod_modeEigenvalue]
    simp
  have ht : Tendsto (fun s : ℂ => ∏ k ∈ Finset.Ico 1 N, (s + (modeEigenvalue N k : ℂ)))
      (𝓝[≠] 0) (𝓝 ((N : ℂ) ^ 2)) := by
    rw [← h0]
    exact (hc.tendsto 0).mono_left nhdsWithin_le_nhds
  -- away from s = 0 the zero-mode factor cancels
  refine ht.congr' ?_
  filter_upwards [self_mem_nhdsWithin] with s hs
  have hs' : s ≠ 0 := hs
  rw [det_shifted_ringLaplacian, mul_div_cancel_left₀ _ hs']

end

end RingPhononDeterminant
```

`Tendsto … (𝓝[≠] 0) (𝓝 ((N : ℂ) ^ 2))` says that the quotient approaches $N^2$ as $s$ approaches $0$ through nonzero complex values. A physical spring has $s>0$, and that approach is included. In the proof, `hc` is the continuity of the polynomial, `h0` its value at zero, taken from `prod_modeEigenvalue`, and `ht` the resulting limit. The last lines replace the polynomial by the quotient at nonzero $s$, where the two agree.

At $s=0$ itself the determinant is $\det L=0$, and the quotient is the undefined expression $0/0$. Lean gives it the value $0$, so the statement would be false if the point $s=0$ were admitted to the limit.

```lean
#print axioms RingPhononDeterminant.phonon_determinant
```

```
'RingPhononDeterminant.phonon_determinant' depends on axioms: [propext, Classical.choice, Quot.sound]
```
